# When a perturbation climbs at most one level at a time, the n-th-order correction to non-degenerate level 0 has on level n the product of coupling over energy denominator along the chain

The theorem `leading_amplitude` concerns a finite system of levels 0 to N with Hamiltonian diag(d) + tV, where level 0 is non-degenerate and V raises the level by at most one step; the entries are complex and V need not be Hermitian. It takes a Rayleigh-Schrödinger series, order by order in t, in intermediate normalisation: the component on level 0 stays equal to 1, so the perturbed state is not in general a unit vector. For n ≤ N, it states that the n-th state correction has on level n the component ∏ V(k+1, k) / (d(0) − d(k+1)), with k running from 0 to n − 1. The attempt goes by induction on n, projecting the equation of order m + 1 on level m + 1, where only the coupling from level m should survive, and then dividing by the energy denominator.

Lean 4 with Mathlib refuses this proof:

```lean
import Mathlib

open Matrix

namespace ChainPerturbation

noncomputable section

/-- An intermediate-normalised Rayleigh-Schrödinger series for `diag(d) + t V`, starting from
level `0`: energies `E n` and state corrections `ψ n` that solve the equation of every order. -/
structure IsRSSeries {N : ℕ} (d : Fin (N + 1) → ℂ) (V : Matrix (Fin (N + 1)) (Fin (N + 1)) ℂ)
    (E : ℕ → ℂ) (ψ : ℕ → Fin (N + 1) → ℂ) : Prop where
  state_zero : ψ 0 = Pi.single 0 1
  energy_zero : E 0 = d 0
  normalised : ∀ n, ψ (n + 1) 0 = 0
  order : ∀ n, diagonal d *ᵥ ψ (n + 1) + V *ᵥ ψ n =
    ∑ i ∈ Finset.range (n + 1 + 1), E i • ψ (n + 1 - i)

/-- The perturbation raises the level by at most one step; downward couplings are arbitrary. -/
def ClimbsByOne {N : ℕ} (V : Matrix (Fin (N + 1)) (Fin (N + 1)) ℂ) : Prop :=
  ∀ j k : Fin (N + 1), k.val + 1 < j.val → V j k = 0

/-- The product of coupling over energy denominator along the first `n` links of the chain. -/
def chainAmplitude {N : ℕ} (d : Fin (N + 1) → ℂ) (V : Matrix (Fin (N + 1)) (Fin (N + 1)) ℂ)
    (n : ℕ) (hn : n ≤ N) : ℂ :=
  ∏ k : Fin n, V ⟨k.val + 1, by have := k.isLt; omega⟩ ⟨k.val, by have := k.isLt; omega⟩ /
    (d 0 - d ⟨k.val + 1, by have := k.isLt; omega⟩)

variable {N : ℕ} {d : Fin (N + 1) → ℂ} {V : Matrix (Fin (N + 1)) (Fin (N + 1)) ℂ}
  {E : ℕ → ℂ} {ψ : ℕ → Fin (N + 1) → ℂ}

/-- One more link multiplies the chain amplitude by its coupling over its energy denominator. -/
theorem chainAmplitude_succ (d : Fin (N + 1) → ℂ) (V : Matrix (Fin (N + 1)) (Fin (N + 1)) ℂ)
    (n : ℕ) (hn : n + 1 ≤ N) :
    chainAmplitude d V (n + 1) hn = chainAmplitude d V n (by omega) *
      (V ⟨n + 1, by omega⟩ ⟨n, by omega⟩ / (d 0 - d ⟨n + 1, by omega⟩)) := by
  unfold chainAmplitude
  rw [Fin.prod_univ_castSucc]
  rfl

/-- The equation of order `n + 1`, projected on level `j`. -/
theorem IsRSSeries.component (h : IsRSSeries d V E ψ) (n : ℕ) (j : Fin (N + 1)) :
    (d 0 - d j) * ψ (n + 1) j = ∑ k, V j k * ψ n k -
      ∑ i ∈ Finset.range (n + 1), E (i + 1) * ψ (n - i) j := by
  have e := congrFun (h.order n) j
  have hs : (V *ᵥ ψ n) j = ∑ k, V j k * ψ n k := rfl
  rw [Finset.sum_range_succ'] at e
  simp only [Nat.add_sub_add_right, Nat.sub_zero, Pi.add_apply, Matrix.mulVec_diagonal, Finset.sum_apply, Pi.smul_apply,
    smul_eq_mul, h.energy_zero, hs] at e
  linear_combination (-1 : ℂ) * e

/-- If level `0` is non-degenerate and `V` climbs by at most one level, the correction of order `n`
has no component above level `n`. -/
theorem IsRSSeries.eq_zero_above (h : IsRSSeries d V E ψ) (hd : ∀ k, k ≠ 0 → d k ≠ d 0)
    (hV : ClimbsByOne V) (n : ℕ) : ∀ j : Fin (N + 1), n < j.val → ψ n j = 0 := by
  induction n using Nat.strong_induction_on with
  | _ n ih =>
    intro j hj
    have hj0 : j ≠ 0 := by
      rintro rfl
      simp at hj
    cases n with
    | zero =>
      rw [h.state_zero]
      exact Pi.single_eq_of_ne hj0 1
    | succ m =>
      have e := h.component m j
      -- level `j` is out of reach of everything populated at order `m`
      have s1 : ∑ k, V j k * ψ m k = 0 := Finset.sum_eq_zero fun k _ => by
        rcases Nat.lt_or_ge m k.val with hk | hk
        · rw [ih m (by omega) k hk, mul_zero]
        · rw [hV j k (by omega), zero_mul]
      have s2 : ∑ i ∈ Finset.range (m + 1), E (i + 1) * ψ (m - i) j = 0 :=
        Finset.sum_eq_zero fun i _ => by
          rw [ih (m - i) (by omega) j (by omega), mul_zero]
      rw [s1, s2, sub_zero] at e
      exact (mul_eq_zero.mp e).resolve_left (sub_ne_zero.mpr (hd j hj0).symm)

/-- Leading amplitude along a chain, for a non-degenerate level `0` and a `V` that climbs by at most
one level: the component of the `n`-th correction on level `n` is the product of coupling over
energy denominator along the links from level `0` to level `n`. -/
theorem leading_amplitude (h : IsRSSeries d V E ψ) (hd : ∀ k, k ≠ 0 → d k ≠ d 0)
    (hV : ClimbsByOne V) (n : ℕ) (hn : n ≤ N) :
    ψ n ⟨n, by omega⟩ = chainAmplitude d V n hn := by
  induction n with
  | zero => simp [chainAmplitude, h.state_zero]
  | succ m ih =>
    have e := h.component m ⟨m + 1, by omega⟩
    -- only the link from level `m` feeds level `m + 1`
    have s1 : ∑ k, V ⟨m + 1, by omega⟩ k * ψ m k =
        V ⟨m + 1, by omega⟩ ⟨m, by omega⟩ * ψ m ⟨m, by omega⟩ := by
      refine Finset.sum_eq_single _ (fun k _ hk => ?_) (fun hk => absurd (Finset.mem_univ _) hk)
      have hk' : k.val ≠ m := fun hc => hk (Fin.ext hc)
      rcases Nat.lt_or_ge m k.val with hlt | hge
      · rw [h.eq_zero_above hd hV m k hlt, mul_zero]
      · rw [hV _ k (by show k.val + 1 < m + 1; omega), zero_mul]
    -- the energy terms involve lower orders, which vanish on level `m + 1`
    have s2 : ∑ p ∈ Finset.antidiagonal m, E (p.1 + 1) * ψ p.2 ⟨m + 1, by omega⟩ = 0 :=
      Finset.sum_eq_zero fun p hp => by
        have := Finset.mem_antidiagonal.mp hp
        rw [h.eq_zero_above hd hV p.2 _ (by show p.2 < m + 1; omega), mul_zero]
    have hne : d 0 - d ⟨m + 1, by omega⟩ ≠ 0 :=
      sub_ne_zero.mpr (hd _ (fun hc => by simpa using congrArg Fin.val hc)).symm
    rw [s1, s2, sub_zero] at e
    rw [chainAmplitude_succ, ← ih (by omega), ← mul_div_assoc, eq_div_iff hne]
    linear_combination e

end

end ChainPerturbation
```

Lean reports:

```
Main.lean:98:40: error: Application type mismatch: The argument
  m
has type
  ℕ
of sort `Type` but is expected to have type
  Set.IsPWO ?m.237
of sort `Prop` in the application
  Finset.antidiagonal m
Main.lean:98:46: error: Invalid projection: Type of
  p
is not known; cannot resolve projection `1`
Main.lean:98:59: error: Invalid projection: Type of
  p
is not known; cannot resolve projection `2`
```

Cause. All three errors come from the statement of `s2`, which says that the energy terms vanish. Here `Finset.antidiagonal` resolves to a declaration whose first explicit argument is a proof that a set is partially well-ordered (`Set.IsPWO`), not a natural number, so `m` is rejected. With the index set not elaborated, the type of `p` is unknown, and `p.1` and `p.2` fail in consequence.

The repair sums over `Finset.range (m + 1)` instead, with `i` and `m - i` in place of the pair, so neither the misfitting name nor the projections are needed. This is also the form in which `h.component` gives the sum in `e`, as the later `rw [s1, s2, sub_zero] at e` requires; a sum over pairs would not have matched there, even had it elaborated.

The proof of `s2` changes to suit: each term vanishes by `eq_zero_above`, since `m - i < m + 1`. That holds for every natural `i`, so the membership hypothesis is no longer used.

The repair, with which the file compiles:

```diff
@@ -96,8 +96,7 @@
       · rw [hV _ k (by show k.val + 1 < m + 1; omega), zero_mul]
     -- the energy terms involve lower orders, which vanish on level `m + 1`
-    have s2 : ∑ p ∈ Finset.antidiagonal m, E (p.1 + 1) * ψ p.2 ⟨m + 1, by omega⟩ = 0 :=
-      Finset.sum_eq_zero fun p hp => by
-        have := Finset.mem_antidiagonal.mp hp
-        rw [h.eq_zero_above hd hV p.2 _ (by show p.2 < m + 1; omega), mul_zero]
+    have s2 : ∑ i ∈ Finset.range (m + 1), E (i + 1) * ψ (m - i) ⟨m + 1, by omega⟩ = 0 :=
+      Finset.sum_eq_zero fun i _ => by
+        rw [h.eq_zero_above hd hV (m - i) _ (by show m - i < m + 1; omega), mul_zero]
     have hne : d 0 - d ⟨m + 1, by omega⟩ ≠ 0 :=
       sub_ne_zero.mpr (hd _ (fun hc => by simpa using congrArg Fin.val hc)).symm
```
